# A fermionic one-particle density matrix with integer trace $N$ and $\operatorname{tr}(\gamma-\gamma^2)<1/2$ has exactly $N$ occupations above $1/2$

Share one electron between two natural spin orbitals, with occupations $a$ and $1-a$, where $0\le a\le 1$. The idempotency defect of the density matrix $\gamma$ is then

$$\delta=\operatorname{tr}(\gamma-\gamma^2)=2a(1-a)=\tfrac12-2\left(a-\tfrac12\right)^2 .$$

If $\delta<1/2$, then $a\ne 1/2$, so exactly one orbital is more than half filled. For $N$ electrons in finitely many orbitals, the same threshold works if $\gamma$ and $1-\gamma$ are positive semidefinite and $\operatorname{tr}\gamma=N$. In density-matrix purification, a finite matrix known to meet these conditions and $\delta<1/2$ therefore has exactly $N$ natural orbitals more than half filled, a count obtained without diagonalisation.

In Lean, `n` labels an orthonormal spin-orbital basis. A matrix from an overlapping atomic-orbital basis must first be transformed to such a basis, a step the hypotheses leave to the user. `defect` is $\delta$; its real part loses nothing for Hermitian $\gamma$. The natural occupations $\lambda_i$ are Mathlib's `eigenvalues`, indexed with multiplicity, and `occupiedCount` counts the indices with $\lambda_i>1/2$. `rounded` sends $\lambda_i$ to $r_i\in\{0,1\}$, with $1/2$ sent to $0$.

```lean
import Mathlib

open Matrix
open scoped ComplexOrder

namespace CertifiedElectronCount

noncomputable section

variable {n : Type*} [Fintype n] [DecidableEq n]

/-- The idempotency defect of a one-particle density matrix: the real part of
`tr (γ - γ²)`. -/
def defect (γ : Matrix n n ℂ) : ℝ := (γ - γ * γ).trace.re

/-- The number of eigenvalues of a Hermitian matrix, with multiplicity, that exceed `1/2`. -/
def occupiedCount {γ : Matrix n n ℂ} (h : γ.IsHermitian) : ℕ :=
  (Finset.univ.filter (fun i => 1 / 2 < h.eigenvalues i)).card

/-- An occupation number rounded to `1` if it exceeds `1/2`, and to `0` otherwise. -/
def rounded (x : ℝ) : ℝ := if 1 / 2 < x then 1 else 0
```

## Occupations between zero and one

The hypothesis `γ.PosSemidef` says that no spin orbital has a negative occupation. The hypothesis `(1 - γ).PosSemidef` expresses the Pauli principle: no spin orbital holds more than one electron. `PosSemidef` includes Hermiticity, so there is a unitary $U$ with $\gamma U=UD$ and $D=\operatorname{diag}(\lambda_i)$.

```lean
/-- The unitary matrix of natural orbitals brings a Hermitian `γ` to diagonal form. -/
theorem mul_naturalOrbitals {γ : Matrix n n ℂ} (h : γ.IsHermitian) :
    γ * (h.eigenvectorUnitary : Matrix n n ℂ) =
      (h.eigenvectorUnitary : Matrix n n ℂ) *
        diagonal (fun i => (h.eigenvalues i : ℂ)) := by
  ext i j
  have hj := congrFun (h.mulVec_eigenvectorBasis j) i
  rw [Matrix.mul_diagonal]
  simpa [Matrix.mul_apply, Matrix.mulVec, dotProduct, h.eigenvectorUnitary_apply,
    mul_comm] using hj
```

Positivity of $\gamma$ gives $\lambda_i\ge0$. Since $U^\dagger(1-\gamma)U=\operatorname{diag}(1-\lambda_i)$ is also positive semidefinite, $\lambda_i\le1$. The lemma reads this off the diagonal entries.

```lean
/-- If `γ` and `1 - γ` are positive semidefinite, every eigenvalue of `γ` lies between
`0` and `1`. -/
theorem occupation_mem_Icc {γ : Matrix n n ℂ} (hγ : γ.PosSemidef)
    (hγ' : (1 - γ).PosSemidef) (i : n) :
    0 ≤ hγ.isHermitian.eigenvalues i ∧ hγ.isHermitian.eigenvalues i ≤ 1 := by
  refine ⟨hγ.eigenvalues_nonneg i, ?_⟩
  have hD := mul_naturalOrbitals hγ.isHermitian
  have hU := Matrix.mem_unitaryGroup_iff'.mp hγ.isHermitian.eigenvectorUnitary.2
  set U : Matrix n n ℂ := (hγ.isHermitian.eigenvectorUnitary : Matrix n n ℂ)
  -- in the natural orbitals, `1 - γ` is diagonal with the hole occupations
  have key : star U * (1 - γ) * U =
      diagonal (fun i => ((1 - hγ.isHermitian.eigenvalues i : ℝ) : ℂ)) := by
    calc star U * (1 - γ) * U = star U * U - star U * (γ * U) := by noncomm_ring
      _ = 1 - diagonal (fun i => (hγ.isHermitian.eigenvalues i : ℂ)) := by
          rw [hD, ← mul_assoc, hU, one_mul]
      _ = _ := by
          ext a b
          by_cases hab : a = b
          · subst hab; simp
          · simp [hab]
  have hp : (star U * (1 - γ) * U).PosSemidef := hγ'.conjTranspose_mul_mul_same U
  rw [key] at hp
  have hi := Complex.zero_le_real.mp (Matrix.posSemidef_diagonal_iff.mp hp i)
  linarith
```

Cyclicity of the trace gives $\delta=\operatorname{tr}(D-D^2)=\sum_i\lambda_i(1-\lambda_i)$, which needs only Hermiticity.

```lean
/-- The idempotency defect of a Hermitian matrix is the sum of `λ (1 - λ)` over its
eigenvalues `λ`. -/
theorem defect_eq_sum {γ : Matrix n n ℂ} (h : γ.IsHermitian) :
    defect γ = ∑ i, h.eigenvalues i * (1 - h.eigenvalues i) := by
  have hD := mul_naturalOrbitals h
  have hU := Matrix.mem_unitaryGroup_iff'.mp h.eigenvectorUnitary.2
  have hU' := Matrix.mem_unitaryGroup_iff.mp h.eigenvectorUnitary.2
  set U : Matrix n n ℂ := (h.eigenvectorUnitary : Matrix n n ℂ)
  have e : ∀ D : Matrix n n ℂ, γ * U = U * D →
      (γ - γ * γ).trace = (D - D * D).trace := by
    intro D hD
    have e1 : (γ - γ * γ) * U = U * (D - D * D) := by
      calc (γ - γ * γ) * U = γ * U - γ * (γ * U) := by noncomm_ring
        _ = U * D - (γ * U) * D := by rw [hD, ← mul_assoc, hD]
        _ = U * (D - D * D) := by rw [hD]; noncomm_ring
    calc (γ - γ * γ).trace = ((γ - γ * γ) * (U * star U)).trace := by rw [hU', mul_one]
      _ = (U * (D - D * D) * star U).trace := by rw [← mul_assoc, e1]
      _ = (star U * (U * (D - D * D))).trace := Matrix.trace_mul_comm _ _
      _ = (D - D * D).trace := by rw [← mul_assoc, hU, one_mul]
  have e2 : (γ - γ * γ).trace =
      ((∑ i, h.eigenvalues i * (1 - h.eigenvalues i) : ℝ) : ℂ) := by
    rw [e _ hD, Matrix.diagonal_mul_diagonal, Matrix.trace_sub, Matrix.trace_diagonal,
      Matrix.trace_diagonal, ← Finset.sum_sub_distrib]
    push_cast
    exact Finset.sum_congr rfl (fun i _ => by ring)
  rw [defect, e2, Complex.ofReal_re]
```

The bounds enter when occupations are rounded. If $\lambda_i\le1/2$, the error is $\lambda_i\le2\lambda_i(1-\lambda_i)$, because $2(1-\lambda_i)\ge1$. If $\lambda_i>1/2$, it is $1-\lambda_i\le2\lambda_i(1-\lambda_i)$, because $2\lambda_i>1$. Summing gives $\sum_i|\lambda_i-r_i|\le2\delta$. In Lean, `split_ifs` separates the two cases and `nlinarith` supplies the products.

```lean
/-- If `γ` and `1 - γ` are positive semidefinite, rounding all occupations to `0` or `1`
changes them by at most twice the idempotency defect in total. -/
theorem sum_rounding_le {γ : Matrix n n ℂ} (hγ : γ.PosSemidef)
    (hγ' : (1 - γ).PosSemidef) :
    ∑ i, |hγ.isHermitian.eigenvalues i - rounded (hγ.isHermitian.eigenvalues i)|
      ≤ 2 * defect γ := by
  rw [defect_eq_sum hγ.isHermitian, Finset.mul_sum]
  refine Finset.sum_le_sum (fun i _ => ?_)
  obtain ⟨h0, h1⟩ := occupation_mem_Icc hγ hγ' i
  unfold rounded
  split_ifs with hi
  · rw [abs_of_nonpos (by linarith)]
    nlinarith
  · rw [sub_zero, abs_of_nonneg h0]
    nlinarith [not_lt.mp hi]
```

Without the lower bound, the Hermitian matrix $\operatorname{diag}(-1,1)$ has trace $0$ and defect $-2$, but one eigenvalue above $1/2$. Without the upper bound, the $1\times1$ matrix $(2)$ has trace $2$ and defect $-2$, but only one such eigenvalue.

## A whole number of electrons

Let $M=\sum_i r_i$ be the count and $d_i=\lambda_i-r_i$ the signed rounding errors. For any trace,

$$\operatorname{tr}\gamma-M=\sum_i d_i,\qquad |\operatorname{tr}\gamma-M|\le\sum_i|d_i|\le2\delta .$$

```lean
/-- The trace of a Hermitian matrix minus its number of eigenvalues above `1/2` is the sum
of the signed rounding errors of the eigenvalues. -/
theorem trace_sub_count {γ : Matrix n n ℂ} (h : γ.IsHermitian) :
    γ.trace.re - occupiedCount h =
      ∑ i, (h.eigenvalues i - rounded (h.eigenvalues i)) := by
  have ht : γ.trace.re = ∑ i, h.eigenvalues i := by
    rw [h.trace_eq_sum_eigenvalues, Complex.re_sum]
    exact Finset.sum_congr rfl (fun i _ => rfl)
  have hc : (occupiedCount h : ℝ) = ∑ i, rounded (h.eigenvalues i) := by
    simp only [occupiedCount, rounded, Finset.sum_boole]
  rw [ht, hc, Finset.sum_sub_distrib]

/-- If `γ` and `1 - γ` are positive semidefinite, the number of eigenvalues above `1/2`
differs from the trace of `γ` by at most twice the idempotency defect. -/
theorem count_error {γ : Matrix n n ℂ} (hγ : γ.PosSemidef) (hγ' : (1 - γ).PosSemidef) :
    |γ.trace.re - occupiedCount hγ.isHermitian| ≤ 2 * defect γ := by
  rw [trace_sub_count]
  exact (Finset.abs_sum_le_sum_abs _ _).trans (sum_rounding_le hγ hγ')
```

The hypothesis `hN : γ.trace = N` fixes the mean particle number at a natural number. If also $\delta<1/2$, then $|N-M|<1$, so $M=N$.

The passage from a real estimate to an equality of integers rests on `exact_mod_cast`. The real bounds are written as $N<M+1$ and $M<N+1$, with every term a cast natural number. The tactic removes the casts, and `omega` concludes. Writing $+1$ on the right avoids subtraction, which truncates at zero in `ℕ`.

```lean
/-- If `γ` and `1 - γ` are positive semidefinite, `tr γ = N` is a natural number and the
idempotency defect is below `1/2`, then exactly `N` eigenvalues exceed `1/2`. -/
theorem count_eq {γ : Matrix n n ℂ} (hγ : γ.PosSemidef) (hγ' : (1 - γ).PosSemidef)
    {N : ℕ} (hN : γ.trace = N) (hδ : defect γ < 1 / 2) :
    occupiedCount hγ.isHermitian = N := by
  have h := count_error hγ hγ'
  rw [hN, Complex.natCast_re] at h
  obtain ⟨h1, h2⟩ := abs_le.mp h
  -- two integers less than one apart coincide
  have h3 : (N : ℝ) < occupiedCount hγ.isHermitian + 1 := by linarith
  have h4 : (occupiedCount hγ.isHermitian : ℝ) < N + 1 := by linarith
  have h5 : N < occupiedCount hγ.isHermitian + 1 := by exact_mod_cast h3
  have h6 : occupiedCount hγ.isHermitian < N + 1 := by exact_mod_cast h4
  omega
```

Now $\sum_j d_j=0$, so $|d_i|=|\sum_{j\ne i}d_j|\le\sum_{j\ne i}|d_j|$. Adding $|d_i|$ to both sides gives $2|d_i|\le\sum_j|d_j|\le2\delta$. Hence $\lambda_i\le\delta$ or $\lambda_i\ge1-\delta$. If $\delta\ge1/2$, these two ranges already cover every number. The proof isolates index $i$ with `Finset.add_sum_erase`.

```lean
/-- If `γ` and `1 - γ` are positive semidefinite and `tr γ` is a natural number, every
eigenvalue of `γ` is at most `δ` or at least `1 - δ`, with `δ` the idempotency defect. -/
theorem occupation_gap {γ : Matrix n n ℂ} (hγ : γ.PosSemidef)
    (hγ' : (1 - γ).PosSemidef) {N : ℕ} (hN : γ.trace = N) (i : n) :
    hγ.isHermitian.eigenvalues i ≤ defect γ ∨
      1 - defect γ ≤ hγ.isHermitian.eigenvalues i := by
  rcases le_or_gt (1 / 2) (defect γ) with hδ | hδ
  · rcases le_total (hγ.isHermitian.eigenvalues i) (1 / 2) with h | h
    · left; linarith
    · right; linarith
  have hs := trace_sub_count hγ.isHermitian
  rw [count_eq hγ hγ' hN hδ, hN, Complex.natCast_re, sub_self] at hs
  have hr := sum_rounding_le hγ hγ'
  let d : n → ℝ := fun j =>
    hγ.isHermitian.eigenvalues j - rounded (hγ.isHermitian.eigenvalues j)
  change 0 = ∑ j, d j at hs
  change ∑ j, |d j| ≤ 2 * defect γ at hr
  -- the errors cancel, so a single one is at most half of their total size
  have e1 : d i + ∑ j ∈ Finset.univ.erase i, d j = ∑ j, d j :=
    Finset.add_sum_erase _ d (Finset.mem_univ i)
  have e2 : |d i| + ∑ j ∈ Finset.univ.erase i, |d j| = ∑ j, |d j| :=
    Finset.add_sum_erase _ (fun j => |d j|) (Finset.mem_univ i)
  have e3 := Finset.abs_sum_le_sum_abs d (Finset.univ.erase i)
  have e4 : ∑ j ∈ Finset.univ.erase i, d j = -d i := by linarith
  rw [e4, abs_neg] at e3
  have hd : |d i| ≤ defect γ := by linarith
  obtain ⟨h1, h2⟩ := abs_le.mp hd
  simp only [d, rounded] at h1 h2
  split_ifs at h1 h2
  · right; linarith
  · left; linarith
```

Without an integer trace the gap can fail: the $1\times1$ matrix $(0.9)$ has $\delta=0.09$, and $0.9$ lies strictly between $0.09$ and $0.91$.

## A total defect below one half

The defect vanishes for a single Slater determinant and grows with fractional occupation. The condition `hδ` limits its sum over all orbitals, not its value per electron. It is used twice: to make $2\delta<1$ in the count, and to place $1/2$ strictly inside the gap.

Take occupations $0.95$, $0.90$ and $0.15$. Their sum is $2$, and $\delta=0.0475+0.09+0.1275=0.265$. The rounding errors $-0.05$, $-0.10$ and $0.15$ cancel, and their total size $0.30$ is below $2\delta=0.53$. Two occupations exceed $1/2$, and none lies between $0.265$ and $0.735$.

```lean
/-- Certified electron count: if `γ` and `1 - γ` are positive semidefinite, `tr γ = N` is a
natural number and `tr (γ - γ²) < 1/2`, then exactly `N` eigenvalues of `γ`, with
multiplicity, exceed `1/2` and none equals `1/2`. -/
theorem certified_electron_count {γ : Matrix n n ℂ} (hγ : γ.PosSemidef)
    (hγ' : (1 - γ).PosSemidef) {N : ℕ} (hN : γ.trace = N) (hδ : defect γ < 1 / 2) :
    occupiedCount hγ.isHermitian = N ∧ ∀ i, hγ.isHermitian.eigenvalues i ≠ 1 / 2 := by
  refine ⟨count_eq hγ hγ' hN hδ, fun i hi => ?_⟩
  rcases occupation_gap hγ hγ' hN i with h | h <;> linarith
```

At $\delta=1/2$ the conclusion can fail: $\operatorname{diag}(1/2,1/2)$ has trace $1$ and no eigenvalue above $1/2$. The proof obtains the count from the defect: for two orbitals, $\delta=\tfrac12-\sum_i(\lambda_i-\tfrac12)^2$, so $\delta=1/2$ forces both occupations to be $1/2$.

```lean
/-- The bound `1/2` is sharp: `diag(1/2, 1/2)` and its complement to `1` are positive
semidefinite, its trace is `1` and its defect is `1/2`, yet no eigenvalue exceeds `1/2`. -/
theorem bound_sharp (γ : Matrix (Fin 2) (Fin 2) ℂ) (hdef : γ = diagonal ![1 / 2, 1 / 2]) :
    γ.PosSemidef ∧ (1 - γ).PosSemidef ∧ γ.trace = 1 ∧ defect γ = 1 / 2 ∧
      ∀ h : γ.IsHermitian, occupiedCount h = 0 := by
  have half : (0 : ℂ) ≤ 1 / 2 := by
    have h := Complex.zero_le_real.mpr (show (0 : ℝ) ≤ 1 / 2 by norm_num)
    push_cast at h
    exact h
  have hp : γ.PosSemidef := by
    rw [hdef]
    exact Matrix.posSemidef_diagonal_iff.mpr (Fin.forall_fin_two.mpr ⟨half, half⟩)
  have hc : 1 - γ = γ := by
    rw [hdef]
    ext i j
    fin_cases i <;> fin_cases j <;> norm_num [Matrix.diagonal]
  have hδ : defect γ = 1 / 2 := by
    rw [defect, hdef, Matrix.diagonal_mul_diagonal, Matrix.trace_sub,
      Matrix.trace_diagonal, Matrix.trace_diagonal, Fin.sum_univ_two, Fin.sum_univ_two]
    norm_num
  refine ⟨hp, hc.symm ▸ hp, ?_, hδ, fun h => ?_⟩
  · rw [hdef, Matrix.trace_diagonal, Fin.sum_univ_two]
    norm_num
  -- a defect of `1/2` in two orbitals forces both occupations to be `1/2`
  · have hs := defect_eq_sum h
    rw [hδ, Fin.sum_univ_two] at hs
    have h0 : h.eigenvalues 0 ≤ 1 / 2 := by
      nlinarith [sq_nonneg (h.eigenvalues 0 - 1 / 2), sq_nonneg (h.eigenvalues 1 - 1 / 2)]
    have h1 : h.eigenvalues 1 ≤ 1 / 2 := by
      nlinarith [sq_nonneg (h.eigenvalues 0 - 1 / 2), sq_nonneg (h.eigenvalues 1 - 1 / 2)]
    have hall : ∀ i, h.eigenvalues i ≤ 1 / 2 := Fin.forall_fin_two.mpr ⟨h0, h1⟩
    rw [occupiedCount, Finset.card_eq_zero, Finset.filter_eq_empty_iff]
    exact fun i _ => not_lt.mpr (hall i)

end

end CertifiedElectronCount
```

```lean
#print axioms CertifiedElectronCount.trace_sub_count
#print axioms CertifiedElectronCount.certified_electron_count
#print axioms CertifiedElectronCount.bound_sharp
```

```
'CertifiedElectronCount.trace_sub_count' depends on axioms: [propext, Classical.choice, Quot.sound]
'CertifiedElectronCount.certified_electron_count' depends on axioms: [propext, Classical.choice, Quot.sound]
'CertifiedElectronCount.bound_sharp' depends on axioms: [propext, Classical.choice, Quot.sound]
```
